# Similarity transformation by exp(T) preserves the product of normalised transition elements between nondegenerate states

Equation-of-motion coupled-cluster theory replaces a Hermitian Hamiltonian $H$ by the generally non-Hermitian $\bar H=e^{-T}He^{T}$, whose distinct left and right eigenvectors can give different transition elements in the two directions between a pair of states. If $\bar H$ acts in the full finite-dimensional space, the levels are nondegenerate and each left–right pair is normalised to unit product, the product of these elements for a Hermitian observable $V$, itself transformed to $e^{-T}Ve^{T}$, is the ordinary transition strength of $V$.

```lean
import Mathlib

open Matrix

namespace EOMTransitionStrength

noncomputable section

variable {𝕜 n : Type*} [RCLike 𝕜] [Fintype n] [DecidableEq n]

/-- The similarity-transformed operator `exp(-T) A exp(T)` of coupled-cluster theory. -/
def simTransform (T A : Matrix n n 𝕜) : Matrix n n 𝕜 :=
  NormedSpace.exp (-T) * A * NormedSpace.exp T

/-- The unit vector `ψ` spans the eigenspace of `H` at the real energy `E`. -/
def SpansEigenspace (H : Matrix n n 𝕜) (E : ℝ) (ψ : n → 𝕜) : Prop :=
  star ψ ⬝ᵥ ψ = 1 ∧ ∀ x : n → 𝕜, H *ᵥ x = (E : 𝕜) • x ↔ ∃ c : 𝕜, x = c • ψ

/-- `r` is a right and `l` a left eigenvector of `A` at the real energy `E`,
normalised by `l r = 1`. -/
def IsEigenpair (A : Matrix n n 𝕜) (E : ℝ) (l r : n → 𝕜) : Prop :=
  A *ᵥ r = (E : 𝕜) • r ∧ l ᵥ* A = (E : 𝕜) • l ∧ l ⬝ᵥ r = 1

/-- The product `exp(T) exp(-T)` is the identity. -/
theorem exp_mul_exp_neg (T : Matrix n n 𝕜) :
    NormedSpace.exp T * NormedSpace.exp (-T) = 1 := by
  rw [← Matrix.exp_add_of_commute _ _ (Commute.neg_right (Commute.refl T)),
    add_neg_cancel, NormedSpace.exp_zero]

/-- The operator `exp(T)` intertwines the transformed operator with the original one. -/
theorem exp_mul_simTransform (T A : Matrix n n 𝕜) :
    NormedSpace.exp T * simTransform T A = A * NormedSpace.exp T := by
  unfold simTransform
  rw [← mul_assoc, ← mul_assoc, exp_mul_exp_neg, one_mul]

/-- A normalised eigenpair of the transformed Hamiltonian at a nondegenerate energy is
`r = c exp(-T) ψ`, `l = c⁻¹ ψ† exp(T)` for some nonzero number `c`. -/
theorem eigenpair_eq_scaled {H T : Matrix n n 𝕜} {E : ℝ} {ψ l r : n → 𝕜}
    (hH : H.IsHermitian) (hψ : SpansEigenspace H E ψ)
    (hp : IsEigenpair (simTransform T H) E l r) :
    ∃ c : 𝕜, c ≠ 0 ∧ r = c • (NormedSpace.exp (-T) *ᵥ ψ) ∧
      l = c⁻¹ • (star ψ ᵥ* NormedSpace.exp T) := by
  obtain ⟨hr, hl, hlr⟩ := hp
  have hinv : NormedSpace.exp (-T) * NormedSpace.exp T = 1 :=
    mul_eq_one_comm.mp (exp_mul_exp_neg T)
  -- the right eigenvector, mapped back by exp(T), is an eigenvector of H
  obtain ⟨c, hc⟩ := (hψ.2 (NormedSpace.exp T *ᵥ r)).1 (by
    rw [mulVec_mulVec, ← exp_mul_simTransform, ← mulVec_mulVec, hr, mulVec_smul])
  -- the adjoint of l exp(-T) is also one, because H is Hermitian and E is real
  have e2 : simTransform T H * NormedSpace.exp (-T) = NormedSpace.exp (-T) * H := by
    unfold simTransform
    rw [mul_assoc, exp_mul_exp_neg, mul_one]
  have hy : (l ᵥ* NormedSpace.exp (-T)) ᵥ* H = (E : 𝕜) • (l ᵥ* NormedSpace.exp (-T)) := by
    rw [vecMul_vecMul, ← e2, ← vecMul_vecMul, hl, smul_vecMul]
  have hs := congrArg star hy
  rw [star_vecMul, hH.eq, star_smul, RCLike.star_def, RCLike.conj_ofReal] at hs
  obtain ⟨d, hd⟩ := (hψ.2 _).1 hs
  have hd' := congrArg star hd
  rw [star_star, star_smul] at hd'
  -- the normalisation l r = 1 makes the two scale factors reciprocal
  have hn : (l ᵥ* NormedSpace.exp (-T)) ⬝ᵥ (NormedSpace.exp T *ᵥ r) = 1 := by
    rw [← dotProduct_mulVec, mulVec_mulVec, hinv, one_mulVec, hlr]
  rw [hd', hc, smul_dotProduct, dotProduct_smul, hψ.1] at hn
  simp only [smul_eq_mul, mul_one] at hn
  have hdc : star d = c⁻¹ := eq_inv_of_mul_eq_one_left hn
  refine ⟨c, right_ne_zero_of_mul (by rw [hn]; exact one_ne_zero), ?_, ?_⟩
  · rw [← mulVec_smul, ← hc, mulVec_mulVec, hinv, one_mulVec]
  · rw [← hdc, ← smul_vecMul, ← hd', vecMul_vecMul, hinv, vecMul_one]

/-- Between the transformed states `φ† exp(T)` and `exp(-T) ψ`, the transformed operator
has the matrix element `⟨φ, V ψ⟩`. -/
theorem transformed_element (T V : Matrix n n 𝕜) (φ ψ : n → 𝕜) :
    (star φ ᵥ* NormedSpace.exp T) ⬝ᵥ
      (simTransform T V *ᵥ (NormedSpace.exp (-T) *ᵥ ψ)) = star φ ⬝ᵥ (V *ᵥ ψ) := by
  rw [← dotProduct_mulVec, mulVec_mulVec, mulVec_mulVec, exp_mul_simTransform,
    mul_assoc, exp_mul_exp_neg, mul_one]

/-- The product of the two one-sided transition elements of the transformed operator equals
the Hermitian transition strength `|⟨ψ₀, V ψ₁⟩|²`. -/
theorem transition_strength {H V T : Matrix n n 𝕜} {E₀ E₁ : ℝ}
    {ψ₀ ψ₁ l₀ r₀ l₁ r₁ : n → 𝕜} (hH : H.IsHermitian) (hV : V.IsHermitian)
    (h₀ : SpansEigenspace H E₀ ψ₀) (h₁ : SpansEigenspace H E₁ ψ₁)
    (p₀ : IsEigenpair (simTransform T H) E₀ l₀ r₀)
    (p₁ : IsEigenpair (simTransform T H) E₁ l₁ r₁) :
    (l₀ ⬝ᵥ (simTransform T V *ᵥ r₁)) * (l₁ ⬝ᵥ (simTransform T V *ᵥ r₀)) =
      ((‖star ψ₀ ⬝ᵥ (V *ᵥ ψ₁)‖ : ℝ) : 𝕜) ^ 2 := by
  obtain ⟨c₀, hc₀, rfl, rfl⟩ := eigenpair_eq_scaled hH h₀ p₀
  obtain ⟨c₁, hc₁, rfl, rfl⟩ := eigenpair_eq_scaled hH h₁ p₁
  -- Hermiticity of V relates the two directions of the transition
  have hb : star ψ₁ ⬝ᵥ (V *ᵥ ψ₀) = star (star ψ₀ ⬝ᵥ (V *ᵥ ψ₁)) := by
    rw [Matrix.star_dotProduct, star_mulVec, hV.eq, ← dotProduct_mulVec]
  simp only [mulVec_smul, smul_dotProduct, dotProduct_smul, transformed_element, smul_eq_mul]
  rw [hb]
  generalize star ψ₀ ⬝ᵥ (V *ᵥ ψ₁) = a
  -- the arbitrary scale factors cancel in the product
  calc _ = (c₀⁻¹ * c₀) * (c₁ * c₁⁻¹) * (a * star a) := by ring
    _ = _ := by
      rw [inv_mul_cancel₀ hc₀, mul_inv_cancel₀ hc₁, one_mul, one_mul]
      exact RCLike.mul_conj a

/-- For real symmetric `H` and `V` the product of the two one-sided transition elements
is `⟨ψ₀, V ψ₁⟩²`. -/
theorem transition_strength_real {H V T : Matrix n n ℝ} {E₀ E₁ : ℝ}
    {ψ₀ ψ₁ l₀ r₀ l₁ r₁ : n → ℝ} (hH : H.IsSymm) (hV : V.IsSymm)
    (h₀ : SpansEigenspace H E₀ ψ₀) (h₁ : SpansEigenspace H E₁ ψ₁)
    (p₀ : IsEigenpair (simTransform T H) E₀ l₀ r₀)
    (p₁ : IsEigenpair (simTransform T H) E₁ l₁ r₁) :
    (l₀ ⬝ᵥ (simTransform T V *ᵥ r₁)) * (l₁ ⬝ᵥ (simTransform T V *ᵥ r₀)) =
      (ψ₀ ⬝ᵥ (V *ᵥ ψ₁)) ^ 2 := by
  have hH' : H.IsHermitian := (conjTranspose_eq_transpose_of_trivial H).trans hH
  have hV' : V.IsHermitian := (conjTranspose_eq_transpose_of_trivial V).trans hV
  have h := transition_strength hH' hV' h₀ h₁ p₀ p₁
  simpa [sq_abs] using h

/-- A two-level Hamiltonian. -/
def modelH : Matrix (Fin 2) (Fin 2) ℝ := !![-7, 24; 24, 7]

/-- A cluster operator exciting the first basis state to the second. -/
def modelT : Matrix (Fin 2) (Fin 2) ℝ := !![0, 0; 4 / 3, 0]

/-- The projector on the first basis state, used as the transition operator. -/
def modelV : Matrix (Fin 2) (Fin 2) ℝ := !![1, 0; 0, 0]

/-- If `T² = 0`, the exponential series stops after the linear term. -/
theorem exp_of_sq_zero (T : Matrix n n ℝ) (h : T * T = 0) : NormedSpace.exp T = 1 + T := by
  rw [NormedSpace.exp_eq_tsum (𝕂 := ℝ)]
  have h2 : ∀ k ∉ Finset.range 2, ((k.factorial : ℝ)⁻¹) • T ^ k = 0 := by
    intro k hk
    have hk' : ¬ k < 2 := fun h3 => hk (Finset.mem_range.mpr h3)
    obtain ⟨m, rfl⟩ := Nat.exists_eq_add_of_le (show 2 ≤ k by omega)
    rw [pow_add, pow_two, h, zero_mul, smul_zero]
  exact (tsum_eq_sum h2).trans (by simp [Finset.sum_range_succ])

/-- In the two-level model the transformed operator is `(1 - T) A (1 + T)`. -/
theorem model_transform (A : Matrix (Fin 2) (Fin 2) ℝ) :
    simTransform modelT A = !![1, 0; -(4 / 3), 1] * A * !![1, 0; 4 / 3, 1] := by
  have h : modelT * modelT = 0 := by
    ext i j
    fin_cases i <;> fin_cases j <;> simp [modelT, Matrix.mul_apply, Fin.sum_univ_two]
  unfold simTransform
  rw [exp_of_sq_zero _ h, exp_of_sq_zero (-modelT) (by rw [neg_mul_neg, h])]
  congr 2
  · ext i j
    fin_cases i <;> fin_cases j <;> simp [modelT]
  · ext i j
    fin_cases i <;> fin_cases j <;> simp [modelT]

/-- The two-level model, with explicit states and eigenpairs, meets all hypotheses of
the real transition-strength theorem. -/
theorem transition_strength_witness :
    modelH.IsSymm ∧ modelV.IsSymm ∧
    SpansEigenspace modelH 25 ![3 / 5, 4 / 5] ∧
    SpansEigenspace modelH (-25) ![4 / 5, -(3 / 5)] ∧
    IsEigenpair (simTransform modelT modelH) 25 ![1, 12 / 25] ![1, 0] ∧
    IsEigenpair (simTransform modelT modelH) (-25) ![0, 1] ![-(12 / 25), 1] := by
  have hT : simTransform modelT modelH = !![25, 24; 0, -25] := by
    rw [model_transform]
    ext i j
    fin_cases i <;> fin_cases j <;>
      simp [modelH, Matrix.mul_apply, Fin.sum_univ_two] <;> norm_num
  rw [hT]
  refine ⟨?_, ?_, ⟨?_, fun x => ⟨fun h => ?_, ?_⟩⟩, ⟨?_, fun x => ⟨fun h => ?_, ?_⟩⟩,
    ⟨?_, ?_, ?_⟩, ⟨?_, ?_, ?_⟩⟩
  · ext i j
    fin_cases i <;> fin_cases j <;> simp [modelH]
  · ext i j
    fin_cases i <;> fin_cases j <;> simp [modelV]
  · simp [dotProduct, Fin.sum_univ_two]
    norm_num
  · have h0 : -7 * x 0 + 24 * x 1 = 25 * x 0 := by
      simpa [modelH, mulVec, dotProduct, Fin.sum_univ_two] using congrFun h 0
    refine ⟨5 / 3 * x 0, funext fun i => ?_⟩
    fin_cases i
    · show x 0 = 5 / 3 * x 0 * (3 / 5)
      ring
    · show x 1 = 5 / 3 * x 0 * (4 / 5)
      linarith
  · rintro ⟨c, rfl⟩
    ext i
    fin_cases i <;> simp [modelH, mulVec, dotProduct, Fin.sum_univ_two] <;> ring
  · simp [dotProduct, Fin.sum_univ_two]
    norm_num
  · have h0 : -7 * x 0 + 24 * x 1 = -25 * x 0 := by
      simpa [modelH, mulVec, dotProduct, Fin.sum_univ_two] using congrFun h 0
    refine ⟨5 / 4 * x 0, funext fun i => ?_⟩
    fin_cases i
    · show x 0 = 5 / 4 * x 0 * (4 / 5)
      ring
    · show x 1 = 5 / 4 * x 0 * (-(3 / 5))
      linarith
  · rintro ⟨c, rfl⟩
    ext i
    fin_cases i <;> simp [modelH, mulVec, dotProduct, Fin.sum_univ_two] <;> ring
  all_goals first
    | (simp [dotProduct, Fin.sum_univ_two] <;> norm_num; done)
    | (ext i
       fin_cases i <;> simp [mulVec, dotProduct, Fin.sum_univ_two] <;> norm_num)

/-- In the two-level model the one-sided transition elements are `-108/625` and `-4/3`,
while the Hermitian element is `12/25`. -/
theorem one_sided_elements_differ :
    ![1, 12 / 25] ⬝ᵥ (simTransform modelT modelV *ᵥ ![-(12 / 25), 1]) = -(108 / 625) ∧
    ![0, 1] ⬝ᵥ (simTransform modelT modelV *ᵥ ![1, 0]) = -(4 / 3) ∧
    ![3 / 5, 4 / 5] ⬝ᵥ (modelV *ᵥ ![4 / 5, -(3 / 5)]) = 12 / 25 := by
  have hT : simTransform modelT modelV = !![1, 0; -(4 / 3), 0] := by
    rw [model_transform]
    ext i j
    fin_cases i <;> fin_cases j <;> simp [modelV, Matrix.mul_apply, Fin.sum_univ_two]
  rw [hT]
  refine ⟨?_, ?_, ?_⟩ <;>
    simp [modelV, mulVec, dotProduct, Fin.sum_univ_two] <;> norm_num

end

end EOMTransitionStrength
```

```lean
#print axioms EOMTransitionStrength.transformed_element
-- 'EOMTransitionStrength.transformed_element' depends on axioms: [propext, Classical.choice, Quot.sound]
#print axioms EOMTransitionStrength.transition_strength_real
-- 'EOMTransitionStrength.transition_strength_real' depends on axioms: [propext, Classical.choice, Quot.sound]
#print axioms EOMTransitionStrength.one_sided_elements_differ
-- 'EOMTransitionStrength.one_sided_elements_differ' depends on axioms: [propext, Classical.choice, Quot.sound]
```

## Eigenvectors of the transformed Hamiltonian

Write $\bar A=e^{-T}Ae^{T}$ for any matrix $A$. For $k=0,1$, let the unit vector $\psi_k$ span the eigenspace of $H$ at the real energy $E_k$. Let the row $l_k$ and the column $r_k$ be left and right eigenvectors of $\bar H$ at $E_k$, with $l_kr_k=1$.

Since $T$ commutes with $-T$, $e^{T}e^{-T}=1$, and hence $e^{T}\bar H=He^{T}$ and $\bar He^{-T}=e^{-T}H$. For the right eigenvector,

$$H(e^{T}r_k)=e^{T}\bar Hr_k=E_k\,e^{T}r_k .$$

Nondegeneracy gives $e^{T}r_k=c_k\psi_k$ for some number $c_k$. For the left eigenvector, set $y_k=l_ke^{-T}$. Then

$$y_kH=l_k\bar He^{-T}=E_ky_k .$$

Because $H$ is Hermitian and $E_k$ real, the adjoint of this equation is $Hy_k^\dagger=E_ky_k^\dagger$. So $y_k^\dagger=d_k\psi_k$ for some number $d_k$, that is, $y_k=d_k^*\psi_k^\dagger$. The normalisation now reads

$$1=l_kr_k=(l_ke^{-T})(e^{T}r_k)=d_k^*c_k\,\psi_k^\dagger\psi_k=d_k^*c_k .$$

Thus $c_k\neq0$, $d_k^*=c_k^{-1}$, and

$$r_k=c_k\,e^{-T}\psi_k,\qquad l_k=c_k^{-1}\,\psi_k^\dagger e^{T}.$$

`eigenpair_eq_scaled` proves this form. It applies the eigenspace hypothesis once to $e^{T}r_k$ and once to $y_k^\dagger$, then uses the normalisation to make the two factors reciprocal. The exponential identities come from `exp_mul_exp_neg` and `exp_mul_simTransform`.

## Cancellation in the product

Let $a=\psi_0^\dagger V\psi_1$, with $V$ Hermitian. The exponentials cancel in pairs:

$$l_0\bar Vr_1=\frac{c_1}{c_0}\,\psi_0^\dagger e^{T}e^{-T}Ve^{T}e^{-T}\psi_1=\frac{c_1}{c_0}\,a .$$

In the other direction, Hermiticity of $V$ gives $\psi_1^\dagger V\psi_0=a^*$, so $l_1\bar Vr_0=(c_0/c_1)a^*$. Therefore

$$(l_0\bar Vr_1)(l_1\bar Vr_0)=aa^*=|a|^2 .$$

The condition $l_kr_k=1$ leaves $c_k$ free, so a single element can still depend on the scaling of the eigenvectors; the product does not.

In the Lean code, `transformed_element` removes the exponentials. `transition_strength` substitutes the scaled eigenvectors, uses `hb` for the conjugate element and cancels the factors in its final calculation. `transition_strength_real` specialises to real symmetric matrices, where $|a|^2=a^2$.

## States, energies and the full space

The type `n` labels a finite basis, and `𝕜` is $\mathbb R$ or $\mathbb C$. The product `⬝ᵥ` does not conjugate, so inner products over `𝕜` carry an explicit `star`, which is omitted in the real theorem and the numerical example. A left eigenvector `l` enters as a row without conjugation. `SpansEigenspace` expresses nondegeneracy: the solutions of $Hx=Ex$ are exactly the multiples of the unit vector $\psi$. `IsEigenpair` collects the two eigenvalue equations and $lr=1$.

The matrix $T$ is arbitrary. Nilpotency, which a cluster operator has in a finite orbital basis, would make the exponential series terminate but plays no part in the argument, and no amplitude equations are assumed. The energies need not differ; if they coincide, the result is the squared expectation value of $V$.

For electronic structure, the identity says that products of left and right moments recover Hermitian transition strengths between nondegenerate states when $\bar H$ is diagonalised in the full finite space. It does not cover truncated calculations, where $\bar H$ is projected onto a limited set of excitations.

## A two-level example

`transition_strength_witness` checks all the hypotheses for `modelH`, with $E_0=25$ and $E_1=-25$ (label $0$ is here the upper level), and a nonzero `modelT` satisfying $T^2=0$. Here $e^{T}=1+T$, by `exp_of_sq_zero`, and `model_transform` reduces the transformation to explicit matrix products. The states are $\psi_0=(3/5,4/5)$ and $\psi_1=(4/5,-3/5)$, and the eigenpairs are $l_0=(1,12/25)$, $r_0=(1,0)$, $l_1=(0,1)$, $r_1=(-12/25,1)$. For the projector `modelV`, `one_sided_elements_differ` finds

$$l_0\bar Vr_1=-\frac{108}{625},\qquad l_1\bar Vr_0=-\frac43,\qquad \psi_0^\dagger V\psi_1=\frac{12}{25}.$$

With this scaling, for which $c_1/c_0=-9/25$, neither one-sided element equals the Hermitian one, but their product is $144/625=(12/25)^2$.
